# A negative three-body probability from neglecting the three-body cumulant of an equal-amplitude pair state

The density matrices below are computed from a state vector, as overlaps of vectors with electrons removed. The exact three-body element is therefore a result, against which its reconstruction from one- and two-body data can be tested.

```lean
import Mathlib

open Finset

namespace PairStateCumulant

noncomputable section
```

There are M spatial orbitals, each with spin up or down; i↑ and i↓ are `up i` and `dn i`. A Fock vector ψ gives a complex amplitude to every set S of occupied spin orbitals.

```lean
/-- A spin orbital: one of `M` spatial orbitals with spin up (`true`) or down (`false`). -/
abbrev SpinOrbital (M : ℕ) := Fin M × Bool

/-- A Fock-space vector: one complex amplitude for each set of occupied spin orbitals. -/
abbrev Fock (M : ℕ) := Finset (SpinOrbital M) → ℂ

variable {M : ℕ}

/-- The up-spin orbital of spatial orbital `i`. -/
def up (i : Fin M) : SpinOrbital M := (i, true)

/-- The down-spin orbital of spatial orbital `i`. -/
def dn (i : Fin M) : SpinOrbital M := (i, false)
```

Signs follow the ordering 0↑, 0↓, 1↑, 1↓, and so on. The annihilator a_p gives (a_p ψ)(S) = 0 if p is in S, and otherwise ±ψ(S ∪ {p}), with one factor −1 for each orbital of S before p.

```lean
/-- The place of a spin orbital in the ordering that fixes the signs of determinants. -/
def position (p : SpinOrbital M) : ℕ := 2 * p.1.val + if p.2 then 0 else 1

/-- The fermionic annihilation operator, with a sign for each occupied orbital standing
before `p`. -/
def annihilate (p : SpinOrbital M) (ψ : Fock M) : Fock M := fun S =>
  if p ∈ S then 0
  else (-1) ^ (S.filter (fun q => position q < position p)).card * ψ (insert p S)

/-- The inner product of two Fock-space vectors. -/
def overlap (φ χ : Fock M) : ℂ := ∑ S, star (φ S) * χ S
```

The one-, two- and three-body density matrices are written γ(p,q), Γ(p,q;r,s) and Γ₃(x;y), where x and y are triples of spin orbitals. They carry no factorial prefactors.

```lean
/-- The one-body density matrix `⟨a†_p a_q⟩`. -/
def oneBody (ψ : Fock M) (p q : SpinOrbital M) : ℂ :=
  overlap (annihilate p ψ) (annihilate q ψ)

/-- The two-body density matrix `⟨a†_p a†_q a_s a_r⟩`. -/
def twoBody (ψ : Fock M) (p q r s : SpinOrbital M) : ℂ :=
  overlap (annihilate q (annihilate p ψ)) (annihilate s (annihilate r ψ))

/-- The three-body density matrix `⟨a†_x0 a†_x1 a†_x2 a_y2 a_y1 a_y0⟩`. -/
def threeBody (ψ : Fock M) (x y : Fin 3 → SpinOrbital M) : ℂ :=
  overlap (annihilate (x 2) (annihilate (x 1) (annihilate (x 0) ψ)))
    (annihilate (y 2) (annihilate (y 1) (annihilate (y 0) ψ)))
```

The two-body cumulant is

λ(p,q;r,s) = Γ(p,q;r,s) − γ(p,r) γ(q,s) + γ(p,s) γ(q,r).

Setting the three-body cumulant to zero gives the reconstruction

R(x;y) = det[γ(xᵢ,yⱼ)] + Σᵢⱼ (−1)^(i+j) γ(xᵢ,yⱼ) λ(x without xᵢ; y without yⱼ),

with i and j running over 0, 1, 2. In Lean, `succAbove` lists the two remaining positions in order.

```lean
/-- The two-body cumulant: the two-body density matrix minus the antisymmetrised product
of one-body density matrices. -/
def cumulant (ψ : Fock M) (p q r s : SpinOrbital M) : ℂ :=
  twoBody ψ p q r s - (oneBody ψ p r * oneBody ψ q s - oneBody ψ p s * oneBody ψ q r)

/-- The three-body density matrix rebuilt with zero three-body cumulant: a determinant of
one-body elements plus the nine signed products of a one-body element and a cumulant. -/
def reconstructed (ψ : Fock M) (x y : Fin 3 → SpinOrbital M) : ℂ :=
  Matrix.det (Matrix.of fun i j => oneBody ψ (x i) (y j)) +
    ∑ i : Fin 3, ∑ j : Fin 3, (-1) ^ (i.val + j.val) * oneBody ψ (x i) (y j) *
      cumulant ψ (x (i.succAbove 0)) (x (i.succAbove 1))
        (y (j.succAbove 0)) (y (j.succAbove 1))
```

The state Φ, `pairState`, has amplitude M^(−1/2) on each set {i↑, i↓} and zero elsewhere. The equal amplitudes are postulated: they describe one electron pair shared evenly among all orbitals.

```lean
/-- The determinant in which spatial orbital `i` is doubly occupied. -/
def pair (i : Fin M) : Finset (SpinOrbital M) := insert (up i) {dn i}

/-- The amplitude `M^(-1/2)`, for `M > 0`. -/
def amp (M : ℕ) : ℂ := (((Real.sqrt M)⁻¹ : ℝ) : ℂ)

/-- The two-electron state with amplitude `M^(-1/2)` on every doubly occupied determinant,
for `M > 0`. -/
def pairState (M : ℕ) : Fock M := fun S => if ∃ i, S = pair i then amp M else 0
```

## (a) The weight of one determinant

Let c be the amplitude `amp M`. Show that, for M ≥ 1,

c* c = 1/M.

**Solution.** The amplitude is real, so c* c = (1/√M)(1/√M) = 1/M. The code moves the product into the real numbers and uses √M √M = M.

```lean
lemma amp_sq (M : ℕ) : star (amp M) * amp M = 1 / (M : ℂ) := by
  unfold amp
  rw [Complex.star_def, Complex.conj_ofReal, ← Complex.ofReal_mul, ← mul_inv,
    Real.mul_self_sqrt (Nat.cast_nonneg M)]
  simp
```

## (b) Normalisation

Show that, for M ≥ 1,

⟨Φ|Φ⟩ = 1.

**Solution.** Different i give different sets {i↑, i↓}, so exactly M determinants contribute, each with weight 1/M. Their sum is M · (1/M) = 1. In the code `hinj` proves that the sets differ, and `hfil` identifies the contributing sets so that they can be counted.

```lean
/-- For at least one orbital the pair state is normalised. -/
theorem pairState_normalised (hM : M ≠ 0) : overlap (pairState M) (pairState M) = 1 := by
  have h : ∀ S, star (pairState M S) * pairState M S =
      if ∃ i, S = pair i then 1 / (M : ℂ) else 0 := by
    intro S
    unfold pairState
    split_ifs
    · exact amp_sq M
    · simp
  have hinj : Function.Injective (pair (M := M)) := by
    intro i j hij
    have h1 : up i ∈ pair j := by
      rw [← hij]
      exact mem_insert_self _ _
    simpa [pair, up, dn] using h1
  have hfil : (univ.filter fun S : Finset (SpinOrbital M) => ∃ i, S = pair i) =
      univ.image pair := by
    ext S
    simp [eq_comm]
  have hM' : (M : ℂ) ≠ 0 := Nat.cast_ne_zero.mpr hM
  simp only [overlap, h]
  rw [← Finset.sum_filter, Finset.sum_const, hfil, card_image_of_injective _ hinj,
    card_univ, Fintype.card_fin, nsmul_eq_mul, mul_one_div_cancel hM']
```

## (c) Removing one up electron

Show that the only nonzero amplitude of a_{i↑}Φ is

(a_{i↑}Φ)({i↓}) = M^(−1/2).

**Solution.** For S = {i↓}, adding i↑ restores the pair i. Since i↓ comes after i↑, there is no minus sign. For any other S, either i↑ is already present, or S ∪ {i↑} is not a pair: the only pair containing i↑ is {i↑, i↓}, which would force S = {i↓}. The two `by_cases` steps make the same division.

```lean
/-- Removing the up electron of orbital `i` from the pair state leaves only its down
partner, with amplitude `M^(-1/2)`. -/
theorem annihilate_up (i : Fin M) :
    annihilate (up i) (pairState M) = fun S => if S = {dn i} then amp M else 0 := by
  funext S
  by_cases hS : S = {dn i}
  · subst hS
    have hf : ({dn i} : Finset (SpinOrbital M)).filter
        (fun q => position q < position (up i)) = ∅ := by
      simp [Finset.filter_singleton, position, up, dn]
    have hex : ∃ j, insert (up i) {dn i} = pair j := ⟨i, rfl⟩
    have hn : up i ∉ ({dn i} : Finset (SpinOrbital M)) := by simp [up, dn]
    simp only [annihilate, if_neg hn, hf, pairState, if_pos hex, card_empty, pow_zero,
      one_mul, ↓reduceIte]
  · rw [if_neg hS]
    by_cases hm : up i ∈ S
    · simp only [annihilate, if_pos hm]
    · have hex : ¬ ∃ j, insert (up i) S = pair j := by
        rintro ⟨j, hj⟩
        have h1 : up i ∈ pair j := by
          rw [← hj]
          exact mem_insert_self _ _
        have hij : i = j := by simpa [pair, up, dn] using h1
        subst hij
        apply hS
        calc S = (insert (up i) S).erase (up i) := (erase_insert hm).symm
          _ = (pair i).erase (up i) := by rw [hj]
          _ = {dn i} := erase_insert (by simp [up, dn])
      simp only [annihilate, if_neg hm, pairState, if_neg hex, mul_zero]
```

## (d) Removing two up electrons

Show that for all i and j

a_{j↑} a_{i↑} Φ = 0.

**Solution.** By (c), only {i↓} has an amplitude after the first removal. A set S ∪ {j↑} contains an up orbital, so it cannot equal {i↓}, and every amplitude after the second removal is zero.

```lean
/-- No two up electrons can be removed from the pair state. -/
theorem annihilate_up_up (i j : Fin M) :
    annihilate (up j) (annihilate (up i) (pairState M)) = 0 := by
  rw [annihilate_up]
  funext S
  have h : insert (up j) S ≠ {dn i} := by
    intro h
    have h1 : up j ∈ ({dn i} : Finset (SpinOrbital M)) := by
      rw [← h]
      exact mem_insert_self _ _
    simp [up, dn] at h1
  simp only [annihilate, if_neg h, mul_zero, ite_self, Pi.zero_apply]
```

## (e) The up-spin one-body block

Show that

γ(i↑,j↑) = δᵢⱼ/M.

**Solution.** This is the overlap of a_{i↑}Φ and a_{j↑}Φ, which live on {i↓} and {j↓}. These sets differ for i ≠ j, and the overlap is then zero. For i = j it is c* c = 1/M. `Finset.sum_eq_single` reduces the sum over S to the term {i↓}.

```lean
/-- The up-spin block of the one-body density matrix of the pair state is `1/M` times the
identity. -/
theorem oneBody_up (i j : Fin M) :
    oneBody (pairState M) (up i) (up j) = if i = j then 1 / (M : ℂ) else 0 := by
  simp only [oneBody, overlap, annihilate_up]
  rw [Finset.sum_eq_single ({dn i} : Finset (SpinOrbital M))]
  · by_cases h : i = j
    · subst h
      simp only [↓reduceIte]
      exact amp_sq M
    · have h' : ({dn i} : Finset (SpinOrbital M)) ≠ {dn j} := by simpa [dn] using h
      rw [if_neg h', if_neg h, mul_zero]
  · intro S _ hS
    rw [if_neg hS, star_zero, zero_mul]
  · intro h
    exact absurd (mem_univ _) h
```

## (f) The two-body cumulant

Show that for i ≠ j

λ(i↑,j↑;i↑,j↑) = −1/M².

**Solution.** By (d), Γ(i↑,j↑;i↑,j↑) = 0. By (e), the subtracted product is (1/M)(1/M) − 0 · 0, which leaves −1/M². The code proves the first statement as `h2` and then inserts the four one-body elements.

```lean
/-- For two distinct up-spin orbitals the diagonal two-body cumulant of the pair state is
`-1/M²`. -/
theorem cumulant_up {i j : Fin M} (h : i ≠ j) :
    cumulant (pairState M) (up i) (up j) (up i) (up j) = -(1 / (M : ℂ)) ^ 2 := by
  have h2 : twoBody (pairState M) (up i) (up j) (up i) (up j) = 0 := by
    simp only [twoBody, annihilate_up_up]
    simp [overlap]
  rw [cumulant, h2, oneBody_up, oneBody_up, oneBody_up, oneBody_up, if_pos rfl, if_pos rfl,
    if_neg h, if_neg h.symm]
  ring
```

## (g) Positivity of exact diagonal elements

Show that for every Fock vector ψ and every triple x

Re Γ₃(x;x) ≥ 0.

**Solution.** With χ = a_{x₂} a_{x₁} a_{x₀} ψ, the element is ⟨χ|χ⟩ = Σ_S |χ(S)|², a sum of nonnegative terms. `key` is the statement for one term. For normalised ψ and distinct orbitals, this element is the probability that all three are occupied.

```lean
/-- Every diagonal element of an exact three-body density matrix has nonnegative real
part. -/
theorem threeBody_diag_nonneg (ψ : Fock M) (x : Fin 3 → SpinOrbital M) :
    0 ≤ (threeBody ψ x x).re := by
  have key : ∀ z : ℂ, 0 ≤ (star z * z).re := by
    intro z
    simp only [Complex.star_def, Complex.mul_re, Complex.conj_re, Complex.conj_im]
    nlinarith [mul_self_nonneg z.re, mul_self_nonneg z.im]
  unfold threeBody overlap
  rw [Complex.re_sum]
  exact Finset.sum_nonneg fun S _ => key _
```

## (h) The reconstructed element

Let t₀, t₁, t₂ be distinct spatial orbitals and x = (t₀↑, t₁↑, t₂↑). Show that

R(x;x) = −2/M³.

**Solution.** By (e) the determinant is diagonal and equals 1/M³. In the nine-term sum, γ vanishes for i ≠ j. Each of the three remaining terms has sign + and equals (1/M)(−1/M²). Hence

R(x;x) = 1/M³ − 3/M³ = −2/M³.

`hd` evaluates the determinant and `hs` the sum. The embedding `t : Fin 3 ↪ Fin M` encodes distinctness, and so M ≥ 3.

```lean
/-- For three distinct up-spin orbitals the reconstructed diagonal element of the pair
state is `-2/M³`. -/
theorem reconstructed_up (t : Fin 3 ↪ Fin M) :
    reconstructed (pairState M) (fun i => up (t i)) (fun i => up (t i)) =
      -2 / (M : ℂ) ^ 3 := by
  have hg : ∀ i j, oneBody (pairState M) (up (t i)) (up (t j)) =
      if i = j then 1 / (M : ℂ) else 0 := by
    intro i j
    rw [oneBody_up]
    simp only [t.injective.eq_iff]
  -- the product of three one-body elements
  have hd : Matrix.det (Matrix.of fun i j : Fin 3 =>
      oneBody (pairState M) (up (t i)) (up (t j))) = (1 / (M : ℂ)) ^ 3 := by
    rw [Matrix.det_fin_three]
    simp [hg]
    try ring
  -- only the three diagonal cumulant terms survive
  have hs : ∑ i : Fin 3, ∑ j : Fin 3, (-1) ^ (i.val + j.val) *
      oneBody (pairState M) (up (t i)) (up (t j)) *
      cumulant (pairState M) (up (t (i.succAbove 0))) (up (t (i.succAbove 1)))
        (up (t (j.succAbove 0))) (up (t (j.succAbove 1))) =
      ∑ _i : Fin 3, -(1 / (M : ℂ)) ^ 3 := by
    apply Finset.sum_congr rfl
    intro i _
    have hne : t (i.succAbove 0) ≠ t (i.succAbove 1) := by
      intro h
      have h1 := Fin.succAbove_right_injective (t.injective h)
      exact absurd h1 (by decide)
    rw [Finset.sum_eq_single i]
    · rw [hg, cumulant_up hne, if_pos rfl, Even.neg_one_pow ⟨i.val, rfl⟩]
      ring
    · intro j _ hj
      rw [hg, if_neg (Ne.symm hj), mul_zero, zero_mul]
    · intro h
      exact absurd (mem_univ _) h
  calc _ = (1 / (M : ℂ)) ^ 3 + ∑ _i : Fin 3, -(1 / (M : ℂ)) ^ 3 :=
        congrArg₂ (· + ·) hd hs
    _ = -2 / (M : ℂ) ^ 3 := by
        rw [Fin.sum_univ_three]
        ring
```

Two different orbitals among the three are not enough for this value. For M = 2 and x = (0↑, 0↑, 1↑), the determinant has two equal rows and the cumulant terms cancel, so R(x;x) = 0 and not −1/4.

The same argument by hand also gives −2/M³ for any choice of spins on three distinct spatial orbitals, because removing one electron leaves only its partner in the same spatial orbital.

## (i) Exact and reconstructed values compared

For the same x, show that

Γ₃(x;x) = 0, while R(x;x) = −2/M³ < 0.

**Solution.** By (d) the first two removals already give the zero vector, and a third leaves it zero. The reconstructed value is that of (h), negative because M > 0. Lean states the inequality for the real part.

```lean
/-- For three distinct up-spin orbitals the exact diagonal three-body element of the pair
state is 0, while reconstruction with zero three-body cumulant gives `-2/M³`, a negative
number. -/
theorem false_negative_probability (t : Fin 3 ↪ Fin M) :
    threeBody (pairState M) (fun i => up (t i)) (fun i => up (t i)) = 0 ∧
    reconstructed (pairState M) (fun i => up (t i)) (fun i => up (t i)) =
      -2 / (M : ℂ) ^ 3 ∧
    (reconstructed (pairState M) (fun i => up (t i)) (fun i => up (t i))).re < 0 := by
  refine ⟨?_, reconstructed_up t, ?_⟩
  · simp only [threeBody, annihilate_up_up]
    simp [overlap, annihilate]
  · have hM : 0 < (M : ℝ) := Nat.cast_pos.mpr (Fin.pos (t 0))
    have hr : -2 / (M : ℂ) ^ 3 = ((-2 / (M : ℝ) ^ 3 : ℝ) : ℂ) := by push_cast; rfl
    rw [reconstructed_up, hr, Complex.ofReal_re]
    exact div_neg_of_neg_of_pos (by norm_num) (by positivity)
```

In multireference perturbation theory, approximate density elements can enter the norms and energy denominators of perturber states, where a negative value may create a false intruder; this two-electron example shows such a negative value, but has no Hamiltonian and hence no denominators.

## (j) The sum over all ordered triples

Let P be the sum of R(x;x) over all ordered triples of distinct up-spin orbitals. Show that, for M ≥ 1,

M² P = −2(M−1)(M−2).

**Solution.** There are M(M−1)(M−2) ordered triples (`hcard`), each contributing −2/M³. Multiplying their sum by M² gives the target. For M = 1 and M = 2 there are no triples and both sides vanish. As M grows, P tends to −2, although each single error shrinks as 1/M³. The sum counts each set of three orbitals six times, once per ordering; with the exact elements it would be 0.

```lean
/-- For `M > 0`, the reconstructed elements summed over all ordered triples of distinct
up-spin orbitals, times `M²`, give `-2(M-1)(M-2)`. -/
theorem total_false_population (hM : M ≠ 0) :
    (M : ℂ) ^ 2 * ∑ t : Fin 3 ↪ Fin M,
      reconstructed (pairState M) (fun i => up (t i)) (fun i => up (t i)) =
      -2 * ((M : ℂ) - 1) * ((M : ℂ) - 2) := by
  have hM' : (M : ℂ) ≠ 0 := Nat.cast_ne_zero.mpr hM
  -- the number of ordered triples
  have hcard : ((M.descFactorial 3 : ℕ) : ℂ) = M * ((M : ℂ) - 1) * ((M : ℂ) - 2) := by
    rcases M with _ | _ | n
    · simp
    · simp [Nat.descFactorial]
    · have h : (n + 1 + 1).descFactorial 3 = n * ((n + 1) * ((n + 1 + 1) * 1)) := rfl
      rw [h]
      push_cast
      ring
  simp only [reconstructed_up]
  rw [Finset.sum_const, card_univ, Fintype.card_embedding_eq, Fintype.card_fin,
    Fintype.card_fin, nsmul_eq_mul, hcard]
  field_simp

end

end PairStateCumulant
```
```lean
#print axioms PairStateCumulant.pairState_normalised
#print axioms PairStateCumulant.threeBody_diag_nonneg
#print axioms PairStateCumulant.false_negative_probability
#print axioms PairStateCumulant.total_false_population
```

```
'PairStateCumulant.pairState_normalised' depends on axioms: [propext, Classical.choice, Quot.sound]
'PairStateCumulant.threeBody_diag_nonneg' depends on axioms: [propext, Classical.choice, Quot.sound]
'PairStateCumulant.false_negative_probability' depends on axioms: [propext, Classical.choice, Quot.sound]
'PairStateCumulant.total_false_population' depends on axioms: [propext, Classical.choice, Quot.sound]
```
